# With state-0 samples at \(\Delta u=L\) and state-1 samples at \(\Delta u=-L\), the Bennett acceptance ratio estimate tends to \(\tfrac12\ln(n_0/n_1)\) as \(L\to\infty\)

Two configurations are sampled in state 0 and one in state 1, and the Bennett acceptance ratio (BAR) is to estimate the free-energy difference between the states. For each configuration we know the reduced energy difference \(\Delta u=u_1-u_0\), the energy in state 1 minus the energy in state 0, in units of \(k_BT\). Suppose that both samples from state 0 have \(\Delta u=L\) and the sample from state 1 has \(\Delta u=-L\). For large \(L\), each state's samples are very unfavourable in the other state, so the two sets of data do not overlap.

The BAR estimate \(d\) of the reduced free energy of state 1 minus that of state 0 then solves

\[
\frac{2}{1+2e^{L-d}}=\frac{1}{1+\tfrac12 e^{L+d}} .
\]

Cross-multiplying gives \(2+e^{L+d}=1+2e^{L-d}\), or

\[
e^{d}-2e^{-d}=-e^{-L}.
\]

This is a quadratic equation for \(e^d\), with the positive solution \(e^d=\tfrac12\left(-e^{-L}+\sqrt{e^{-2L}+8}\right)\). As \(L\to\infty\) it tends to \(\sqrt2\), so \(d\to\tfrac12\ln 2\). The 2 in this logarithm is the ratio of the sample counts.

For \(n_0\ge1\) samples at \(L\) and \(n_1\ge1\) samples at \(-L\), the limit is \(\tfrac12\ln(n_0/n_1)\). In simulation practice this means that a finite BAR estimate is no evidence of overlap. For these idealised data, with one value of \(\Delta u\) per state and the two values symmetric about zero, the limit depends only on the ratio of the sample counts.

## The BAR equation for arbitrary data

```lean
import Mathlib

open Filter Topology

namespace BennettVanishingOverlap

noncomputable section
```

In what follows, `def` introduces a definition and `theorem` a statement. The statement of a theorem ends at `:=`, and its proof comes after that.

```lean
/-- The Fermi function `1 / (1 + exp x)`. -/
def fermi (x : ℝ) : ℝ := 1 / (1 + Real.exp x)
```

This is the Fermi function \(f(x)=1/(1+e^x)\) for real \(x\). No temperature appears, because all energies are already in units of \(k_BT\).

```lean
/-- The logarithm `M = ln (n0 / n1)` of the ratio of sample counts, for `n0, n1 ≥ 1`. -/
def logRatio (n0 n1 : ℕ) : ℝ := Real.log ((n0 : ℝ) / (n1 : ℝ))
```

`logRatio n0 n1` is \(M=\ln(n_0/n_1)\). The counts are natural numbers, and the annotation `(n0 : ℝ)` turns a count into a real number before the division.

```lean
/-- The number `d` solves the Bennett acceptance ratio equation for the reduced energy differences
`x` sampled in state 0 and `y` sampled in state 1. The definition itself does not require the lists
to be nonempty. -/
def IsBarRoot {n0 n1 : ℕ} (x : Fin n0 → ℝ) (y : Fin n1 → ℝ) (d : ℝ) : Prop :=
  ∑ i, fermi (logRatio n0 n1 + x i - d) = ∑ j, fermi (-logRatio n0 n1 - y j + d)
```

`x : Fin n0 → ℝ` is a list of \(n_0\) real numbers \(x_i\), the values of \(\Delta u\) sampled in state 0. Likewise `y` holds the \(n_1\) values \(y_j\) sampled in state 1. The statement `IsBarRoot x y d` says that

\[
\sum_i f(M+x_i-d)=\sum_j f(-M-y_j+d).
\]

Both lists use the same sign convention, \(u_1-u_0\). Texts that work with a reverse work \(w_j=-y_j\) have \(+w_j\) on the right-hand side.

The definition only states what it means for \(d\) to be a root; it does not say that a root exists. It also accepts empty lists, so the requirement of at least one sample per state appears as the hypotheses `h0` and `h1` of the later theorems.

```lean
/-- Adding a constant `c` to every sampled energy difference moves the solutions of the
BAR equation by the same `c`. -/
theorem isBarRoot_shift {n0 n1 : ℕ} (x : Fin n0 → ℝ) (y : Fin n1 → ℝ) (d c : ℝ) :
    IsBarRoot (fun i => x i + c) (fun j => y j + c) (d + c) ↔ IsBarRoot x y d := by
  have h0 : ∀ i, logRatio n0 n1 + (x i + c) - (d + c) = logRatio n0 n1 + x i - d :=
    fun i => by ring
  have h1 : ∀ j, -logRatio n0 n1 - (y j + c) + (d + c) = -logRatio n0 n1 - y j + d :=
    fun j => by ring
  simp only [IsBarRoot, h0, h1]
```

If every energy difference is raised by \(c\), the roots rise by \(c\) as well. The symbol `↔` means "if and only if". By hand, one looks at the arguments of the Fermi functions:

\[
M+(x_i+c)-(d+c)=M+x_i-d,\qquad -M-(y_j+c)+(d+c)=-M-y_j+d .
\]

These are `h0` and `h1` in this proof, each checked by `ring`, which verifies algebraic identities. The final `simp only` puts them into the definition, and the two equations become identical. Physically, \(c\) is a change in the relative zero of energy of the two states.

## From Fermi functions to a hyperbolic sine

```lean
/-- The balance of two Fermi weights, written in positive exponential variables, is a
relation between two differences of the form `z - 1/z`. -/
theorem fermi_balance {n a b t : ℝ} (hn : 0 < n) (ha : 0 < a) (hb : 0 < b) (ht : 0 < t) :
    n * a ^ 2 * (1 / (1 + a * b * t⁻¹)) = n * (1 / (1 + a⁻¹ * b * t)) ↔
      (t - t⁻¹) / 2 = -(b⁻¹ * ((a - a⁻¹) / 2)) := by
  have hK : 2 * n * a * b / ((1 + a * b * t⁻¹) * (1 + a⁻¹ * b * t)) ≠ 0 := by positivity
  -- the two residuals differ by a positive factor
  have key : n * a ^ 2 * (1 / (1 + a * b * t⁻¹)) - n * (1 / (1 + a⁻¹ * b * t)) =
      2 * n * a * b / ((1 + a * b * t⁻¹) * (1 + a⁻¹ * b * t)) *
        ((t - t⁻¹) / 2 - -(b⁻¹ * ((a - a⁻¹) / 2))) := by
    have h1 : 1 + a * b * t⁻¹ ≠ 0 := by positivity
    have h2 : 1 + a⁻¹ * b * t ≠ 0 := by positivity
    field_simp
    ring
  rw [← sub_eq_zero, key, mul_eq_zero, or_iff_right hK, sub_eq_zero]
```

This is the algebra of the opening example for general counts, with positive variables in place of exponentials. They will later stand for

\[
n=n_1,\qquad a=e^{M/2},\qquad b=e^{L},\qquad t=e^{d-M/2}.
\]

Since \(a^2=n_0/n_1\), the product \(na^2\) is \(n_0\). Put \(D=(1+ab/t)(1+bt/a)\). The left side of the balance minus its right side is

\[
\frac{na^2}{1+ab/t}-\frac{n}{1+bt/a}
=\frac{n}{D}\left(a^2+abt-1-\frac{ab}{t}\right)
=\frac{2nab}{D}\left[\frac{t-t^{-1}}2+\frac1b\,\frac{a-a^{-1}}2\right].
\]

The prefactor is positive, so the balance holds exactly when the bracket vanishes.

In the proof, `key` is this identity: `field_simp` clears the denominators and `ring` compares the remaining polynomials. The line `hK` records that the prefactor is not zero. The last line then says that two numbers are equal when their difference is zero, and that a product with a nonzero first factor is zero only if the second factor is.

```lean
/-- With at least one sample per state, all at `L` in state 0 and all at `-L` in state 1,
the BAR equation reads `sinh (d - M/2) = -exp (-L) sinh (M/2)`. -/
theorem isBarRoot_iff_sinh {n0 n1 : ℕ} (h0 : 1 ≤ n0) (h1 : 1 ≤ n1) (L d : ℝ) :
    IsBarRoot (fun _ : Fin n0 => L) (fun _ : Fin n1 => -L) d ↔
      Real.sinh (d - logRatio n0 n1 / 2) =
        -(Real.exp (-L) * Real.sinh (logRatio n0 n1 / 2)) := by
  have p0 : (0 : ℝ) < n0 := by exact_mod_cast h0
  have p1 : (0 : ℝ) < n1 := by exact_mod_cast h1
  -- the count ratio is the exponential of `M`
  have hn : (n0 : ℝ) = n1 * Real.exp (logRatio n0 n1 / 2) ^ 2 := by
    rw [sq, ← Real.exp_add, add_halves, logRatio, Real.exp_log (div_pos p0 p1)]
    field_simp
  have e0 : Real.exp (logRatio n0 n1 + L - d) = Real.exp (logRatio n0 n1 / 2) *
      Real.exp L * (Real.exp (d - logRatio n0 n1 / 2))⁻¹ := by
    rw [← Real.exp_neg, ← Real.exp_add, ← Real.exp_add]
    congr 1
    ring
  have e1 : Real.exp (-logRatio n0 n1 - -L + d) = (Real.exp (logRatio n0 n1 / 2))⁻¹ *
      Real.exp L * Real.exp (d - logRatio n0 n1 / 2) := by
    rw [← Real.exp_neg, ← Real.exp_add, ← Real.exp_add]
    congr 1
    ring
  simp only [IsBarRoot, fermi, Finset.sum_const, Finset.card_univ, Fintype.card_fin,
    nsmul_eq_mul]
  rw [e0, e1, hn]
  simp only [Real.sinh_eq, Real.exp_neg]
  exact fermi_balance p1 (Real.exp_pos _) (Real.exp_pos _) (Real.exp_pos _)
```

The expression `fun _ : Fin n0 => L` is the list of \(n_0\) entries that all equal \(L\). The vanishing-overlap data are thus constant lists inserted into the general BAR equation. For them the theorem states

\[
d\text{ is a BAR root}\iff \sinh\!\left(d-\tfrac M2\right)=-e^{-L}\sinh\tfrac M2 .
\]

By hand, each sum consists of equal terms, so the BAR equation is

\[
\frac{n_0}{1+e^{M+L-d}}=\frac{n_1}{1+e^{-M+L+d}} .
\]

From \(e^d=at\) it follows that \(e^{M+L-d}=ab/t\) and \(e^{-M+L+d}=bt/a\). This is the balance treated above, and its bracket contains the two hyperbolic sines, because \((t-t^{-1})/2=\sinh(d-M/2)\) and \((a-a^{-1})/2=\sinh(M/2)\).

The Lean proof has the same parts. `hn` is \(n_0=n_1a^2\), while `e0` and `e1` rewrite the two exponentials. The `simp only` step that follows replaces each sum of equal terms by a count times one term, and `fermi_balance` finishes the argument.

## The exact root and its distance from the limit

```lean
/-- With at least one sample per state, all at `L` in state 0 and all at `-L` in state 1,
the BAR equation has exactly one root, `M/2 - arsinh (exp (-L) sinh (M/2))`. -/
theorem isBarRoot_iff_eq {n0 n1 : ℕ} (h0 : 1 ≤ n0) (h1 : 1 ≤ n1) (L d : ℝ) :
    IsBarRoot (fun _ : Fin n0 => L) (fun _ : Fin n1 => -L) d ↔
      d = logRatio n0 n1 / 2 -
        Real.arsinh (Real.exp (-L) * Real.sinh (logRatio n0 n1 / 2)) := by
  rw [isBarRoot_iff_sinh h0 h1]
  constructor
  · intro h
    have h' := congrArg Real.arsinh h
    rw [Real.arsinh_sinh, Real.arsinh_neg] at h'
    linarith
  · intro h
    have h' : d - logRatio n0 n1 / 2 =
        -Real.arsinh (Real.exp (-L) * Real.sinh (logRatio n0 n1 / 2)) := by linarith
    rw [h', Real.sinh_neg, Real.sinh_arsinh]
```

Solving for \(d\) gives the root in closed form:

\[
d=\frac M2-\operatorname{arsinh}\!\left(e^{-L}\sinh\frac M2\right).
\]

The "if and only if" has two uses. Read from right to left, it says that this number solves the BAR equation, so a root exists. Read from left to right, it says that every root is this number, so there is only one. Both hold for every real \(L\), large or not.

The hand argument applies \(\operatorname{arsinh}\), which is odd and inverts \(\sinh\) on the whole real line, to both sides of the previous equation. In Lean, `constructor` splits the equivalence into its two directions. The first applies `Real.arsinh` to the equation, and `linarith` does the linear rearrangement. The second inserts the formula and uses \(\sinh(\operatorname{arsinh}s)=s\).

For equal counts \(M=0\), and the root is \(0\) at every \(L\).

```lean
/-- With at least one sample per state, all at `L` in state 0 and all at `-L` in state 1,
the BAR root lies within `exp (-L) |sinh (M/2)|` of `M/2`. -/
theorem abs_root_sub_le {n0 n1 : ℕ} (h0 : 1 ≤ n0) (h1 : 1 ≤ n1) {L d : ℝ}
    (h : IsBarRoot (fun _ : Fin n0 => L) (fun _ : Fin n1 => -L) d) :
    |d - logRatio n0 n1 / 2| ≤ Real.exp (-L) * |Real.sinh (logRatio n0 n1 / 2)| := by
  have hs := (isBarRoot_iff_sinh h0 h1 L d).1 h
  calc |d - logRatio n0 n1 / 2|
      ≤ Real.sinh |d - logRatio n0 n1 / 2| := Real.self_le_sinh_iff.2 (abs_nonneg _)
    _ = |Real.sinh (d - logRatio n0 n1 / 2)| := (Real.abs_sinh _).symm
    _ = Real.exp (-L) * |Real.sinh (logRatio n0 n1 / 2)| := by
      rw [hs, abs_neg, abs_mul, abs_of_pos (Real.exp_pos _)]
```

At finite \(L\), this bounds the distance of the root from its limit \(M/2\), not from the true free-energy difference:

\[
\left|d-\tfrac M2\right|\le e^{-L}\left|\sinh\tfrac M2\right|,
\qquad \sinh\frac M2=\frac{n_0-n_1}{2\sqrt{n_0n_1}} .
\]

The braces in `{L d : ℝ}` mean that Lean infers these two numbers from the hypothesis `h`, which says that `d` is a root for the data at \(\pm L\).

With \(s=d-M/2\), the derivation is one chain:

\[
|s|\le\sinh|s|=|\sinh s|=e^{-L}\left|\sinh\tfrac M2\right| .
\]

The first step holds because \(\sinh r\ge r\) for \(r\ge0\), the second because \(\sinh\) is odd and increasing, and the third is the equation for the root. The `calc` block has these three steps in this order.

As an example, take \(n_0=1000\), \(n_1=10\) and \(L=10\). Then \(M/2=\ln 10\approx2.303\) and \(\sinh(M/2)=4.95\), so the root differs from \(\ln 10\) by less than \(2.3\times10^{-4}\).

## The limit of vanishing overlap

```lean
/-- Vanishing overlap: with at least one sample per state, all at `L` in state 0 and all at
`-L` in state 1, the BAR root tends to `(1/2) ln (n0 / n1)` as `L` tends to infinity. -/
theorem tendsto_barRoot {n0 n1 : ℕ} (h0 : 1 ≤ n0) (h1 : 1 ≤ n1) (d : ℝ → ℝ)
    (h : ∀ L, IsBarRoot (fun _ : Fin n0 => L) (fun _ : Fin n1 => -L) (d L)) :
    Tendsto d atTop (𝓝 (1 / 2 * Real.log ((n0 : ℝ) / (n1 : ℝ)))) := by
  have hd : d = fun L => logRatio n0 n1 / 2 -
      Real.arsinh (Real.exp (-L) * Real.sinh (logRatio n0 n1 / 2)) :=
    funext fun L => (isBarRoot_iff_eq h0 h1 L (d L)).1 (h L)
  -- the correction to `M/2` dies out exponentially
  have ht : Tendsto (fun L : ℝ => Real.exp (-L) * Real.sinh (logRatio n0 n1 / 2))
      atTop (𝓝 0) := by
    have := Real.tendsto_exp_neg_atTop_nhds_zero.mul_const
      (Real.sinh (logRatio n0 n1 / 2))
    rwa [zero_mul] at this
  have ha := (Real.continuous_arsinh.tendsto 0).comp ht
  rw [Real.arsinh_zero] at ha
  have e : 1 / 2 * Real.log ((n0 : ℝ) / (n1 : ℝ)) = logRatio n0 n1 / 2 - 0 := by
    unfold logRatio
    ring
  rw [hd, e]
  exact tendsto_const_nhds.sub ha
```

Here `d` is a function of \(L\), written `d : ℝ → ℝ`. The hypothesis `h` says that for every \(L\) the number `d L` is a BAR root for the data at \(\pm L\). The closed formula supplies such a function, and uniqueness makes it the only one. `Tendsto d atTop (𝓝 z)` is Lean's way of writing \(d(L)\to z\) as \(L\to\infty\), so the conclusion is

\[
\lim_{L\to\infty}d(L)=\frac12\ln\frac{n_0}{n_1}.
\]

By hand, \(e^{-L}\sinh(M/2)\to0\) because \(M\) is fixed. Since \(\operatorname{arsinh}\) is continuous and vanishes at \(0\), the correction to \(M/2\) goes to zero. In the proof, `hd` replaces `d` by the closed formula, `ht` is the limit of the exponential term, and `ha` carries it through \(\operatorname{arsinh}\). The last line subtracts the two limits.

The true free-energy difference appears nowhere in the statement. If the number of state-0 samples is doubled and the new ones also lie at \(L\), the limit moves by \(\tfrac12\ln2\approx0.35\) in units of \(k_BT\), although the physical states are unchanged.

The model replaces the scattered energy differences of a simulation by one value per state. The lists are prescribed numbers and not random draws from two Boltzmann distributions, and the theorem gives no estimate of what a spread within each cluster would do.

```lean
/-- With at least one sample per state, all at `L + c` in state 0 and all at `-L + c` in
state 1, the BAR root tends to `c + (1/2) ln (n0 / n1)` as `L` tends to infinity. -/
theorem tendsto_barRoot_offset {n0 n1 : ℕ} (h0 : 1 ≤ n0) (h1 : 1 ≤ n1) (c : ℝ)
    (d : ℝ → ℝ)
    (h : ∀ L, IsBarRoot (fun _ : Fin n0 => L + c) (fun _ : Fin n1 => -L + c) (d L)) :
    Tendsto d atTop (𝓝 (c + 1 / 2 * Real.log ((n0 : ℝ) / (n1 : ℝ)))) := by
  -- remove the common offset and use the centred result
  have hc := tendsto_barRoot h0 h1 (fun L => d L - c) (fun L =>
    (isBarRoot_shift (fun _ : Fin n0 => L) (fun _ : Fin n1 => -L) (d L - c) c).1
      (by rw [sub_add_cancel]; exact h L))
  have hd : d = fun L => c + (d L - c) := funext fun L => by ring
  rw [hd]
  exact tendsto_const_nhds.add hc

end

end BennettVanishingOverlap
```

In general the two clusters need not lie symmetrically about zero. Let the state-0 samples lie at \(L+c\) and the state-1 samples at \(-L+c\), with \(c\) fixed. Then

\[
\lim_{L\to\infty}d(L)=c+\frac12\ln\frac{n_0}{n_1}.
\]

The data now enter through the midpoint \(c\) of the clusters, and the counts add the same term as before.

By hand, subtract \(c\) from all energy differences. By the shift property, \(d(L)-c\) is a root for the centred data, so it tends to \(\tfrac12\ln(n_0/n_1)\); adding \(c\) back gives the result. In Lean, `hc` is the centred limit applied to the function `fun L => d L - c`, with `isBarRoot_shift` providing the required root property. The closing lines write \(d(L)=c+(d(L)-c)\) and add the limits.

```lean
#print axioms BennettVanishingOverlap.abs_root_sub_le
#print axioms BennettVanishingOverlap.tendsto_barRoot_offset
```

```
'BennettVanishingOverlap.abs_root_sub_le' depends on axioms: [propext, Classical.choice, Quot.sound]
'BennettVanishingOverlap.tendsto_barRoot_offset' depends on axioms: [propext, Classical.choice, Quot.sound]
```
